# A blockaded dot filled and emptied at rates 1 and x through two levels has Fano factor (2(1+x)²/x − 3)/9

A Coulomb-blockaded dot holds at most one electron, which enters from one lead and leaves into the other through a fast level (rate 1 in and out) or a slow level (rate x > 0 in and out), without transitions between the levels. The dot carries the mean particle current (1+x)/3, and its Fano factor is (2(1+x)²/x − 3)/9. The noise is therefore super-Poissonian for x < 2 − √3, and the Fano factor diverges as x tends to 0. I get this by treating the eigenvalue of the tilted rate matrix as a smooth function of the counting field and differentiating twice. Can the argument be made rigorous, including the existence of that smooth eigenvalue, and checked by machine?

## Two derivatives of one cubic equation give the current and the noise

Yes. For every x > 0, every twice continuously differentiable eigenvalue branch λ(s) of the tilted generator with λ(0) = 0 satisfies

    λ'(0) = (1+x)/3,   F = λ''(0)/λ'(0) = (2(1+x)²/x − 3)/9.

Such a branch exists for every x > 0. The Fano factor F exceeds 1 exactly when x < 2 − √3 or x > 2 + √3. The second range is the first with the two levels exchanged: for x > 1 the level with rate 1 is the slower one, and F is unchanged under x → 1/x.

The dot is empty, or holds one electron in the fast level, or holds one in the slow level. With the states in this order and probabilities p evolving by dp/dt = L(0)p, an entry in row i and column j ≠ i is the rate from state j to state i. Each electron that leaves the dot is counted with a weight e^s, where s is a real counting field:

    L(s) = [ −(1+x)   e^s   x e^s ]
           [    1      −1      0  ]
           [    x       0     −x  ]

If N electrons have left after a long time t, the average of e^(sN) grows like e^(tλ(s)). Hence λ'(0) is the mean current, λ''(0) is the growth rate of the variance of N, and their ratio is the Fano factor.

Expanding det(L(s) − λ) along the first row gives the characteristic equation

    e^s A(λ) − P(λ) = 0,
    A(λ) = x(1+x) + (1+x²)λ,
    P(λ) = (1+x+λ)(1+λ)(x+λ).

Multiplying out P and differentiating it with respect to λ yields

    P'(λ) = x + (1+x)² + 4(1+x)λ + 3λ².

Along a branch, the characteristic equation holds for all s near 0, so its derivative with respect to s vanishes there too:

    e^s (A(λ) + (1+x²)λ') − P'(λ)λ' = 0.

At s = 0 we have λ = 0, and P'(0) − (1+x²) = 3x. This leaves 3xλ'(0) = x(1+x), which is the current. It agrees with the stationary state, in which each of the three states has probability 1/3 and electrons leave at total rate (1 + x)/3.

Differentiating once more and setting s = 0 gives

    3x λ''(0) = x(1+x) + 2(1+x²)λ'(0) − 4(1+x)λ'(0)².

Now divide by λ'(0) = (1+x)/3:

    3x F = 3x + 2(1+x²) − (4/3)(1+x)² = (2/3)(1+x)² − x.

Dividing by 3x gives the stated Fano factor. Two rearrangements then settle the threshold and the divergence:

    F − 1 = 2(x² − 4x + 1)/(9x),
    F = 2/(9x) + (2x+1)/9.

The roots of x² − 4x + 1 are 2 ± √3, so for x > 0 the difference F − 1 is positive exactly when x lies below the smaller root or above the larger one. The second line shows F > 2/(9x), which tends to infinity as x → 0 from above. Physically, an electron in the slow level blocks the dot for a mean time 1/x, and between two such blockages a mean number 1/x of electrons passes through the fast level. The current comes in bunches that grow as x falls.

It remains to produce a branch. Solve the characteristic equation for the weight instead of the eigenvalue:

    e^s = w(λ) = P(λ)/A(λ).

Since P(0) = A(0) = x(1+x), we have w(0) = 1 and

    w'(0) = (P'(0) − A'(0))/A(0) = 3x/(x(1+x)) = 3/(1+x).

This slope is nonzero, so the inverse function theorem provides a C² function k near 1 with k(1) = 0 and w(k(u)) = u. The branch is λ(s) = k(e^s).

## From the rate matrix to the Lean statements

`tiltedGenerator x s` is the matrix above, with indices 0, 1 and 2 for the empty dot, the fast level and the slow level. Rates are measured in units of the fast rate, and the current counts particles, without the electron charge.

The structure `IsCountingBranch x lam` collects what is assumed about an eigenvalue branch. Its field `smooth` says that `lam` is C² at 0, `zero` says that `lam 0 = 0`, and `root` says that the determinant of L(s) − λ(s) vanishes for all s in some neighbourhood of 0. The condition `lam 0 = 0` selects the eigenvalue belonging to the stationary state, since conservation of probability makes 0 an eigenvalue of L(0).

`fano lam` is the second derivative at 0 divided by the first. The denominator is (1+x)/3 for a branch with x > 0, so the quotient is a genuine one in every theorem that uses it.

The main theorem, `current_and_fano`, takes any x > 0 and any branch and returns both formulas. `exists_countingBranch` supplies a branch for each such x. `superPoissonian_iff` is the equivalence for F > 1. `fano_diverges` takes one branch `lam x` for each positive x, with no regularity in x required, and states that the Fano factor tends to infinity as x approaches 0 from above.

The theorems start from the characteristic equation. That its branch through zero governs the long-time counting statistics is a standard fact about such rate equations and is not proved here. The physical input is the rate matrix itself. The matrix describes sequential tunnelling in one direction, at most one electron on the dot, no coherence between the levels, no relaxation or excitation from one level to the other, and equal rates in and out for each level. Higher cumulants and noise at finite frequency are not treated. For this three-state classical model, the formula gives a reference value against which a counting-statistics or kinetic Monte Carlo program can be compared.

```lean
import Mathlib

open Filter Topology

namespace BlockadedDotNoise

noncomputable section

/-- Tilted generator of a blockaded dot with states empty, fast level occupied, slow level
occupied; the fast level has rates `1`, the slow level rates `x`, and each electron leaving the
dot is counted with weight `exp s`. -/
def tiltedGenerator (x s : ℝ) : Matrix (Fin 3) (Fin 3) ℝ :=
  !![-(1 + x), Real.exp s, x * Real.exp s; 1, -1, 0; x, 0, -x]

/-- `lam` is a twice continuously differentiable eigenvalue branch of the tilted generator near
zero counting field, and it vanishes at zero counting field. -/
structure IsCountingBranch (x : ℝ) (lam : ℝ → ℝ) : Prop where
  smooth : ContDiffAt ℝ 2 lam 0
  zero : lam 0 = 0
  root : ∀ᶠ s in 𝓝 (0 : ℝ),
    (tiltedGenerator x s - lam s • (1 : Matrix (Fin 3) (Fin 3) ℝ)).det = 0

/-- Fano factor: second cumulant rate over first cumulant rate, for a generating function whose
first derivative at zero is nonzero. -/
def fano (lam : ℝ → ℝ) : ℝ := deriv (deriv lam) 0 / deriv lam 0

/-- The counting weight `exp s` expressed through the eigenvalue `l`, on the domain
`x * (1 + x) + (1 + x ^ 2) * l ≠ 0`. -/
def countingWeight (x : ℝ) : ℝ → ℝ := fun l =>
  (1 + x + l) * (1 + l) * (x + l) / (x * (1 + x) + (1 + x ^ 2) * l)

/-- The characteristic polynomial of the tilted generator. -/
theorem det_tilted (x s l : ℝ) :
    (tiltedGenerator x s - l • (1 : Matrix (Fin 3) (Fin 3) ℝ)).det =
      Real.exp s * (x * (1 + x) + (1 + x ^ 2) * l) - (1 + x + l) * (1 + l) * (x + l) := by
  simp [tiltedGenerator, Matrix.det_fin_three]
  ring

/-- The characteristic equation differentiated once with respect to the counting field, valid
in a neighbourhood of zero. -/
theorem slope_relation {x : ℝ} {lam : ℝ → ℝ} (h : IsCountingBranch x lam) :
    ∀ᶠ s in 𝓝 (0 : ℝ),
      Real.exp s * (x * (1 + x) + (1 + x ^ 2) * lam s + (1 + x ^ 2) * deriv lam s)
        - (x + (1 + x) ^ 2 + 4 * (1 + x) * lam s + 3 * (lam s * lam s)) * deriv lam s = 0 := by
  filter_upwards [h.root.eventually_nhds, h.smooth.eventually (by simp)] with s hs hc
  have hl : HasDerivAt lam (deriv lam s) s :=
    (hc.differentiableAt (by norm_num)).hasDerivAt
  have hG := ((Real.hasDerivAt_exp s).fun_mul
    ((hl.const_mul (1 + x ^ 2)).const_add (x * (1 + x)))).fun_sub
    (((hl.const_add (1 + x)).fun_mul (hl.const_add 1)).fun_mul (hl.const_add x))
  -- the determinant vanishes identically near `s`, hence so does its derivative
  have h0 := hG.unique ((hasDerivAt_const s (0 : ℝ)).congr_of_eventuallyEq
    (hs.mono fun t ht => (det_tilted x t (lam t)).symm.trans ht))
  linear_combination h0

/-- The mean particle current through the dot is `(1 + x) / 3`. -/
theorem mean_current {x : ℝ} (hx : 0 < x) {lam : ℝ → ℝ} (h : IsCountingBranch x lam) :
    deriv lam 0 = (1 + x) / 3 := by
  have h1 := (slope_relation h).self_of_nhds
  rw [h.zero, Real.exp_zero] at h1
  apply mul_left_cancel₀ (mul_pos three_pos hx).ne'
  linear_combination -h1

/-- Current and Fano factor of the blockaded dot with a fast and a slow level. -/
theorem current_and_fano {x : ℝ} (hx : 0 < x) {lam : ℝ → ℝ} (h : IsCountingBranch x lam) :
    deriv lam 0 = (1 + x) / 3 ∧ fano lam = (2 * (1 + x) ^ 2 / x - 3) / 9 := by
  have hd0 := mean_current hx h
  refine ⟨hd0, ?_⟩
  have hl : HasDerivAt lam (deriv lam 0) 0 :=
    (h.smooth.differentiableAt (by norm_num)).hasDerivAt
  have hfd : ContDiffAt ℝ 1 (fderiv ℝ lam) 0 :=
    h.smooth.fderiv_right one_add_one_eq_two.le
  have hdd : DifferentiableAt ℝ (deriv lam) 0 :=
    (hfd.differentiableAt (by norm_num)).clm_apply (differentiableAt_const (1 : ℝ))
  have hm := hdd.hasDerivAt
  -- differentiate the slope relation once more at zero counting field
  have hG := ((Real.hasDerivAt_exp 0).fun_mul
    (((hl.const_mul (1 + x ^ 2)).const_add (x * (1 + x))).fun_add
      (hm.const_mul (1 + x ^ 2)))).fun_sub
    ((((hl.const_mul (4 * (1 + x))).const_add (x + (1 + x) ^ 2)).fun_add
      ((hl.fun_mul hl).const_mul 3)).fun_mul hm)
  have h2 := hG.unique ((hasDerivAt_const (0 : ℝ) (0 : ℝ)).congr_of_eventuallyEq
    (slope_relation h))
  simp only [h.zero, hd0, Real.exp_zero] at h2
  have h3 : deriv (deriv lam) 0 = (x * (1 + x) + 2 * (1 + x ^ 2) * ((1 + x) / 3)
      - 4 * (1 + x) * ((1 + x) / 3) ^ 2) / (3 * x) := by
    rw [eq_div_iff (by positivity)]
    linear_combination -h2
  have hx1 : 1 + x ≠ 0 := by positivity
  rw [fano, hd0, h3]
  field_simp
  ring

/-- For every positive rate `x` the tilted generator has a counting branch. -/
theorem exists_countingBranch {x : ℝ} (hx : 0 < x) : ∃ lam, IsCountingBranch x lam := by
  have hx1 : 1 + x ≠ 0 := by positivity
  have hne : x * (1 + x) + (1 + x ^ 2) * 0 ≠ 0 := by
    rw [mul_zero, add_zero]
    positivity
  have hg : ContDiffAt ℝ 2 (countingWeight x) 0 := by
    unfold countingWeight
    exact ContDiffAt.div (by fun_prop) (by fun_prop) hne
  have hd : HasDerivAt (countingWeight x) (3 / (1 + x)) 0 := by
    have hi := hasDerivAt_id' (0 : ℝ)
    have hq := (((hi.const_add (1 + x)).fun_mul (hi.const_add 1)).fun_mul
      (hi.const_add x)).fun_div ((hi.const_mul (1 + x ^ 2)).const_add (x * (1 + x))) hne
    refine hq.congr_deriv ?_
    simp only [add_zero, mul_zero, mul_one]
    field_simp
    ring
  have hF := hd.hasFDerivAt_equiv (div_ne_zero three_ne_zero hx1)
  have hn : (2 : WithTop ℕ∞) ≠ 0 := two_ne_zero
  -- invert the relation between eigenvalue and counting weight
  obtain ⟨k, hk, hk0, hkr⟩ : ∃ k : ℝ → ℝ, ContDiffAt ℝ 2 k (countingWeight x 0) ∧
      k (countingWeight x 0) = 0 ∧
      ∀ᶠ u in 𝓝 (countingWeight x 0), countingWeight x (k u) = u :=
    ⟨hg.localInverse hF hn, hg.to_localInverse hF hn, hg.localInverse_apply_image hF hn,
      (hg.hasStrictFDerivAt' hF hn).eventually_right_inverse⟩
  have h1 : countingWeight x 0 = Real.exp 0 := by
    rw [Real.exp_zero, countingWeight, div_eq_one_iff_eq hne]
    ring
  rw [h1] at hk hk0 hkr
  refine ⟨fun s => k (Real.exp s), hk.comp 0 Real.contDiff_exp.contDiffAt, hk0, ?_⟩
  filter_upwards [Real.continuous_exp.continuousAt.eventually hkr] with s hs
  have hq : x * (1 + x) + (1 + x ^ 2) * k (Real.exp s) ≠ 0 := by
    intro h0
    rw [countingWeight, h0, div_zero] at hs
    exact (Real.exp_pos s).ne hs
  rw [countingWeight, div_eq_iff hq] at hs
  exact (det_tilted x s (k (Real.exp s))).trans (by linear_combination -hs)

/-- The Fano factor exceeds one exactly when `x` lies below `2 - √3` or above `2 + √3`. -/
theorem superPoissonian_iff {x : ℝ} (hx : 0 < x) {lam : ℝ → ℝ} (h : IsCountingBranch x lam) :
    1 < fano lam ↔ x < 2 - √3 ∨ 2 + √3 < x := by
  have h3 : √3 * √3 = (3 : ℝ) := Real.mul_self_sqrt (by norm_num)
  have hpos : 0 < √(3 : ℝ) := Real.sqrt_pos.mpr (by norm_num)
  have hprod : (x - (2 - √3)) * (x - (2 + √3)) = x ^ 2 - 4 * x + 1 := by
    linear_combination -h3
  have key : (2 * (1 + x) ^ 2 / x - 3) / 9 - 1
      = 2 / (9 * x) * ((x - (2 - √3)) * (x - (2 + √3))) := by
    rw [hprod]
    field_simp
    ring
  rw [(current_and_fano hx h).2, ← sub_pos, key,
    mul_pos_iff_of_pos_left (by positivity), mul_pos_iff]
  constructor
  · rintro (⟨_, h2⟩ | ⟨h1, _⟩)
    · right; linarith
    · left; linarith
  · rintro (h1 | h2)
    · right; constructor <;> linarith
    · left; constructor <;> linarith

/-- The Fano factor diverges as the rate of the slow level tends to zero. -/
theorem fano_diverges {lam : ℝ → ℝ → ℝ} (h : ∀ x, 0 < x → IsCountingBranch x (lam x)) :
    Tendsto (fun x => fano (lam x)) (𝓝[>] 0) atTop := by
  have hlow : Tendsto (fun x : ℝ => 2 / 9 * x⁻¹) (𝓝[>] 0) atTop :=
    tendsto_inv_nhdsGT_zero.const_mul_atTop (by norm_num)
  refine tendsto_atTop_mono' _ ?_ hlow
  filter_upwards [self_mem_nhdsWithin] with x hx
  have hx' : 0 < x := hx
  have hF : (2 * (1 + x) ^ 2 / x - 3) / 9 = 2 / 9 * x⁻¹ + (2 * x + 1) / 9 := by
    field_simp
    ring
  rw [(current_and_fano hx' (h x hx')).2, hF]
  linarith

end

end BlockadedDotNoise
```

```lean
#print axioms BlockadedDotNoise.current_and_fano
-- 'BlockadedDotNoise.current_and_fano' depends on axioms: [propext, Classical.choice, Quot.sound]
#print axioms BlockadedDotNoise.exists_countingBranch
-- 'BlockadedDotNoise.exists_countingBranch' depends on axioms: [propext, Classical.choice, Quot.sound]
#print axioms BlockadedDotNoise.superPoissonian_iff
-- 'BlockadedDotNoise.superPoissonian_iff' depends on axioms: [propext, Classical.choice, Quot.sound]
#print axioms BlockadedDotNoise.fano_diverges
-- 'BlockadedDotNoise.fano_diverges' depends on axioms: [propext, Classical.choice, Quot.sound]
```

## How the proof follows the calculation

`det_tilted` is the expansion of the determinant, with `l` in place of λ. Lean expands the 3×3 determinant and `ring` compares the two polynomials.

`slope_relation` is the characteristic equation differentiated once, at every s near 0 and not only at 0, because it has to be differentiated again. The step `h.root.eventually_nhds` provides points s around which the determinant vanishes on a whole neighbourhood. The term `hG` assembles the derivative of e^s A(λ) − P(λ) from the product rule. Since the same function is locally zero, uniqueness of the derivative makes that expression vanish, and `linear_combination` brings it into the form used above. No sign of x is needed here.

`mean_current` evaluates this relation at s = 0 and cancels the factor 3x, which is where x > 0 enters.

In `current_and_fano`, the C² hypothesis first yields `hdd`, the differentiability of λ' at 0. The second `hG` differentiates the slope relation, and uniqueness of the derivative again gives an equation, `h2`. Solving it for λ''(0) produces `h3`, and `field_simp` with `ring` reduces the quotient to the stated Fano factor.

`exists_countingBranch` works with `countingWeight`, the function w. Its steps `hg` and `hd` establish that w is C² at 0 and has slope 3/(1+x) there. The local inverse `k` comes from the inverse function theorem, and composing it with the exponential gives the branch. To return from w(λ) = e^s to the determinant, one must know that A(λ) ≠ 0. Lean sets division by zero equal to 0, so A(λ) = 0 would force e^s = 0, which is impossible.

`superPoissonian_iff` contains the factorisation of F − 1 as `key`. The prefactor 2/(9x) is positive, so the sign is that of (x − (2 − √3))(x − (2 + √3)). Both factors are positive above 2 + √3 and both are negative below 2 − √3; `mul_pos_iff` splits these cases. Finally, `fano_diverges` compares F with `2 / 9 * x⁻¹`, which tends to infinity, using the decomposition `hF`.

## At x = 0 the current is no longer determined

The condition x > 0 matters already for the current. At x = 0 the characteristic equation becomes

    λ(e^s − (1+λ)²) = 0.

Both λ(s) = 0 and λ(s) = e^(s/2) − 1 are smooth, vanish at s = 0 and solve this equation for all s. Their slopes at 0 are 0 and 1/2, whereas (1+x)/3 would give 1/3. The slow level is now disconnected: an electron sitting in it stays there and blocks the current for ever, while a dot that starts empty conducts through the fast level alone. These two situations give two linearly independent stationary states, every mixture of which is also stationary, and the condition λ(0) = 0 no longer singles out one branch.
